# The London field variance of a triangular vortex lattice rises with field towards a B-independent plateau

When I turn a muon relaxation rate measured in the vortex state into a penetration depth L, I take the variance of the internal field to be a constant times Φ²/L⁴, with Φ the flux quantum, and ignore the applied field. The argument I know uses a triangular lattice with mean field B and reciprocal vectors satisfying

G² = 8π²B(m² + mn + n²)/(√3 Φ),

where m and n are integers. Summing B²/(L⁴G⁴) over all pairs except (0, 0), B cancels, and the variance is said to be independent of field. Is that right? I would like to see the convergence and the prefactor established rigorously, in a form that a machine has checked.

## The sum is independent of B, but the full variance is not

Your sum converges and its value does not contain B. It is, however, the high-field limit of the London variance. At any finite field the full variance is smaller, and it increases strictly with B. The Lean 4 file below proves all of this for B, Φ, L > 0.

**The reciprocal lattice.** Take primitive vectors a(1, 0) and a(−1/2, √3/2), with spacing a. A reciprocal vector G has scalar products 2πm and 2πn with them, so

Gx = 2πm/a, Gy = 2π(m + 2n)/(√3 a).

Write Q = m² + mn + n². Then

G² = (4π²/a²)[m² + (m + 2n)²/3] = 16π²Q/(3a²).

One flux quantum per cell means B·(√3/2)a² = Φ, hence a² = 2Φ/(√3 B), and this gives your expression for G².

**The plateau.** In the London model the Fourier amplitude of the field is B/(1 + L²G²). The term G = 0 is the mean field, so the variance is

V(B) = Σ [B/(1 + L²G²)]², over (m, n) ≠ (0, 0).

Dropping the 1 gives your sum, whose terms are

B²/(L⁴G⁴) = B² · 3Φ²/(64π⁴B²L⁴Q²) = [3Φ²/(64π⁴L⁴)] Q⁻².

**Convergence.** For a nonzero pair, m² + n² ≥ 1, so

4Q − (1 + m² + n²) = 2(m + n)² + m² + n² − 1 ≥ 0.

Since (1 + m² + n²)² ≥ (1 + m²)(1 + n²), it follows that

Q⁻² ≤ 16/[(1 + m²)(1 + n²)].

The right-hand side sums to a product of two convergent one-dimensional series. The plateau value is therefore

P = [3Φ²/(64π⁴L⁴)] Σ Q⁻².

**Dependence on field.** Because L²G² > 0, we have (1 + L²G²)² > (L²G²)². Every London term is smaller than its plateau term, so V(B) converges and V(B) < P. Now write G² = Bg, where g = 8π²Q/(√3 Φ) does not depend on B. The amplitude becomes

B/(1 + L²Bg) = 1/(1/B + L²g),

which increases strictly with B and tends to 1/(L²g). Each squared amplitude thus tends to its plateau term, and stays below it at every field. The plateau terms form a convergent series independent of B, so dominated convergence allows the limit to be taken term by term, and V(B) → P.

In simulations or fits based on this ideal London lattice, inverting the plateau formula at finite field therefore overestimates L. The limit B → ∞ belongs to the model: in a strongly type-II superconductor the plateau is a reasonable approximation when L²G² is large even for the shortest nonzero G, which means B much larger than √3Φ/(8π²L²) ≈ 0.02Φ/L², and when B is also a very small fraction of the upper critical field. The finite size of the vortex cores, which this model leaves out, suppresses the amplitudes at large G and lowers the variance noticeably long before the upper critical field is reached.

```lean
import Mathlib

open Real Filter Topology

namespace VortexLatticeMuon

noncomputable section

/-- The nonzero integer pairs labelling the nonuniform Fourier modes of the vortex lattice. -/
abbrev Mode := {p : ℤ × ℤ // p ≠ 0}

/-- The triangular-lattice quadratic form `m² + mn + n²`. -/
def quad (p : ℤ × ℤ) : ℝ := (p.1 : ℝ) ^ 2 + p.1 * p.2 + (p.2 : ℝ) ^ 2

/-- Cartesian components of the reciprocal vector `(m, n)` of a triangular lattice with
spacing `a ≠ 0`. -/
def recip (a : ℝ) (p : ℤ × ℤ) : ℝ × ℝ :=
  (2 * π * p.1 / a, 2 * π * (p.1 + 2 * p.2) / (√3 * a))

/-- The squared reciprocal length `G²` of the triangular vortex lattice at mean field `B` and flux
quantum `Φ`, for `B, Φ > 0`. -/
def gSq (B Φ : ℝ) (p : ℤ × ℤ) : ℝ := 8 * π ^ 2 * B * quad p / (√3 * Φ)

/-- The London Fourier amplitude `B / (1 + L² G²)` of the field, for `B, Φ, L > 0`. -/
def amplitude (B Φ L : ℝ) (p : ℤ × ℤ) : ℝ := B / (1 + L ^ 2 * gSq B Φ p)

/-- The London field variance: the sum of squared amplitudes over nonzero modes,
for `B, Φ, L > 0`. -/
def londonVariance (B Φ L : ℝ) : ℝ := ∑' p : Mode, amplitude B Φ L p ^ 2

/-- The value `(3Φ² / (64π⁴L⁴)) Σ (m² + mn + n²)⁻²`, for `L ≠ 0`. -/
def plateau (Φ L : ℝ) : ℝ :=
  3 * Φ ^ 2 / (64 * π ^ 4 * L ^ 4) * ∑' p : Mode, 1 / quad p ^ 2

/-- The reciprocal vectors have scalar products `2πm` and `2πn` with the primitive vectors
`a(1, 0)` and `a(-1/2, √3/2)`. -/
theorem recip_dual {a : ℝ} (ha : a ≠ 0) (p : ℤ × ℤ) :
    (recip a p).1 * a = 2 * π * p.1 ∧
    (recip a p).1 * (-a / 2) + (recip a p).2 * (√3 / 2 * a) = 2 * π * p.2 := by
  have h3 : √3 ≠ 0 := by positivity
  unfold recip
  constructor
  · field_simp
  · field_simp
    ring

/-- If each unit cell of area `√3 a² / 2` carries one flux quantum, the squared length of
the reciprocal vector is `8π²B(m² + mn + n²) / (√3 Φ)`. -/
theorem recip_length_sq {a B Φ : ℝ} (ha : a ≠ 0) (hB : B ≠ 0)
    (hflux : B * (√3 / 2 * a ^ 2) = Φ) (p : ℤ × ℤ) :
    (recip a p).1 ^ 2 + (recip a p).2 ^ 2 = gSq B Φ p := by
  have h3 : √3 ^ 2 = (3 : ℝ) := Real.sq_sqrt (by norm_num)
  have hd : √3 * Φ = 3 / 2 * B * a ^ 2 := by
    rw [← hflux]
    linear_combination (B * a ^ 2 / 2) * h3
  unfold recip gSq quad
  rw [hd, div_pow, div_pow, mul_pow (√3) a 2, h3]
  field_simp
  ring

/-- For a nonzero mode, `1 + m² + n²` is at most four times `m² + mn + n²`. -/
theorem quad_bound (p : Mode) :
    1 + (p.1.1 : ℝ) ^ 2 + (p.1.2 : ℝ) ^ 2 ≤ 4 * quad p := by
  obtain ⟨⟨m, n⟩, hp⟩ := p
  have h : (1 : ℤ) ≤ m ^ 2 + n ^ 2 := by
    by_contra hc
    have h0 : m ^ 2 + n ^ 2 ≤ 0 := by linarith [not_le.mp hc]
    have hm : m ^ 2 = 0 := le_antisymm (by linarith [sq_nonneg n]) (sq_nonneg m)
    have hn : n ^ 2 = 0 := le_antisymm (by linarith [sq_nonneg m]) (sq_nonneg n)
    exact hp (Prod.ext ((pow_eq_zero_iff two_ne_zero).mp hm)
      ((pow_eq_zero_iff two_ne_zero).mp hn))
  have h' : (1 : ℝ) ≤ (m : ℝ) ^ 2 + (n : ℝ) ^ 2 := by exact_mod_cast h
  change 1 + (m : ℝ) ^ 2 + (n : ℝ) ^ 2 ≤ 4 * ((m : ℝ) ^ 2 + m * n + (n : ℝ) ^ 2)
  nlinarith [sq_nonneg ((m : ℝ) + n)]

lemma quad_pos (p : Mode) : 0 < quad p := by
  have h := quad_bound p
  nlinarith [sq_nonneg (p.1.1 : ℝ), sq_nonneg (p.1.2 : ℝ)]

/-- The triangular-lattice sum of `(m² + mn + n²)⁻²` over nonzero modes converges. -/
theorem summable_quad : Summable (fun p : Mode => 1 / quad p ^ 2) := by
  have hn : ∀ m : ℤ, (0 : ℝ) ≤ 1 / (1 + (m : ℝ) ^ 2) := fun m => by positivity
  have hs : Summable (fun m : ℤ => 1 / (1 + (m : ℝ) ^ 2)) := by
    refine Summable.of_nonneg_of_le hn (fun m => ?_)
      ((Real.summable_one_div_int_pow.mpr one_lt_two).add
        (hasSum_ite_eq (0 : ℤ) (1 : ℝ)).summable)
    by_cases h : m = 0
    · simp [h]
    · have hm : (m : ℝ) ≠ 0 := by exact_mod_cast h
      have hm2 : (0 : ℝ) < (m : ℝ) ^ 2 := by positivity
      simp only [if_neg h, add_zero]
      exact one_div_le_one_div_of_le hm2 (by linarith)
  -- the double sum is dominated by a product of one-dimensional sums
  have hprod := ((hs.mul_of_nonneg hs hn hn).mul_left 16).comp_injective
    (Subtype.val_injective (p := fun p : ℤ × ℤ => p ≠ 0))
  refine Summable.of_nonneg_of_le (fun p => by positivity) (fun p => ?_) hprod
  have key : 1 / quad p ^ 2 ≤
      16 * (1 / (1 + (p.1.1 : ℝ) ^ 2) * (1 / (1 + (p.1.2 : ℝ) ^ 2))) := by
    have hq := quad_pos p
    have hb := pow_le_pow_left₀ (by positivity) (quad_bound p) 2
    have e : 16 * (1 / (1 + (p.1.1 : ℝ) ^ 2) * (1 / (1 + (p.1.2 : ℝ) ^ 2))) =
        16 / ((1 + (p.1.1 : ℝ) ^ 2) * (1 + (p.1.2 : ℝ) ^ 2)) := by field_simp
    rw [e, div_le_div_iff₀ (by positivity) (by positivity)]
    nlinarith [sq_nonneg (p.1.1 : ℝ), sq_nonneg (p.1.2 : ℝ),
      sq_nonneg ((p.1.1 : ℝ) ^ 2), sq_nonneg ((p.1.2 : ℝ) ^ 2),
      mul_nonneg (sq_nonneg (p.1.1 : ℝ)) (sq_nonneg (p.1.2 : ℝ))]
  exact key

lemma gSq_pos {B Φ : ℝ} (hB : 0 < B) (hΦ : 0 < Φ) (p : Mode) : 0 < gSq B Φ p := by
  have := quad_pos p
  unfold gSq
  positivity

lemma gSq_scale (B Φ : ℝ) (p : ℤ × ℤ) : gSq B Φ p = B * gSq 1 Φ p := by
  unfold gSq
  ring

lemma plateau_term {B Φ L : ℝ} (hB : 0 < B) (hΦ : 0 < Φ) (hL : 0 < L) (p : Mode) :
    B ^ 2 / (L ^ 4 * gSq B Φ p ^ 2) =
      3 * Φ ^ 2 / (64 * π ^ 4 * L ^ 4) * (1 / quad p ^ 2) := by
  have h3 : √3 ^ 2 = (3 : ℝ) := Real.sq_sqrt (by norm_num)
  have hq := quad_pos p
  have hg : gSq B Φ p ^ 2 = 64 * π ^ 4 * B ^ 2 * quad p ^ 2 / (3 * Φ ^ 2) := by
    rw [gSq, div_pow, mul_pow (√3) Φ 2, h3]
    ring
  rw [hg]
  field_simp

/-- The sum of `B² / (L⁴G⁴)` over nonzero modes converges to the positive value
`(3Φ² / (64π⁴L⁴)) Σ (m² + mn + n²)⁻²`, in which `B` does not appear. -/
theorem hasSum_plateau {B Φ L : ℝ} (hB : 0 < B) (hΦ : 0 < Φ) (hL : 0 < L) :
    HasSum (fun p : Mode => B ^ 2 / (L ^ 4 * gSq B Φ p ^ 2)) (plateau Φ L) ∧
      0 < plateau Φ L := by
  constructor
  · simp only [plateau_term hB hΦ hL]
    exact summable_quad.hasSum.mul_left _
  · have hq := quad_pos ⟨(1, 0), by simp⟩
    have hs : 0 < ∑' p : Mode, 1 / quad p ^ 2 :=
      summable_quad.tsum_pos (fun p => by positivity) ⟨(1, 0), by simp⟩ (by positivity)
    unfold plateau
    positivity

lemma amplitude_sq_lt {B Φ L : ℝ} (hB : 0 < B) (hΦ : 0 < Φ) (hL : 0 < L) (p : Mode) :
    amplitude B Φ L p ^ 2 < B ^ 2 / (L ^ 4 * gSq B Φ p ^ 2) := by
  have hg := gSq_pos hB hΦ p
  have hk : 0 < L ^ 2 * gSq B Φ p := by positivity
  rw [amplitude, div_pow]
  exact div_lt_div_of_pos_left (by positivity) (by positivity) (by nlinarith)

lemma summable_amplitude {B Φ L : ℝ} (hB : 0 < B) (hΦ : 0 < Φ) (hL : 0 < L) :
    Summable (fun p : Mode => amplitude B Φ L p ^ 2) :=
  Summable.of_nonneg_of_le (fun _ => sq_nonneg _)
    (fun p => (amplitude_sq_lt hB hΦ hL p).le) (hasSum_plateau hB hΦ hL).1.summable

/-- At every positive field the full London variance lies strictly below the plateau. -/
theorem londonVariance_lt_plateau {B Φ L : ℝ} (hB : 0 < B) (hΦ : 0 < Φ) (hL : 0 < L) :
    londonVariance B Φ L < plateau Φ L := by
  have h := (hasSum_plateau hB hΦ hL).1
  rw [← h.tsum_eq]
  exact Summable.tsum_lt_tsum (fun p => (amplitude_sq_lt hB hΦ hL p).le)
    (amplitude_sq_lt hB hΦ hL ⟨(1, 0), by simp⟩) (summable_amplitude hB hΦ hL) h.summable

/-- The full London variance increases strictly with the mean field. -/
theorem londonVariance_strictMono {B B' Φ L : ℝ} (hB : 0 < B) (hBB : B < B')
    (hΦ : 0 < Φ) (hL : 0 < L) : londonVariance B Φ L < londonVariance B' Φ L := by
  have hB' := hB.trans hBB
  have ht : ∀ p : Mode, amplitude B Φ L p ^ 2 < amplitude B' Φ L p ^ 2 := by
    intro p
    have hg := gSq_pos one_pos hΦ p
    unfold amplitude
    rw [gSq_scale B, gSq_scale B']
    refine pow_lt_pow_left₀ ?_ (by positivity) two_ne_zero
    rw [div_lt_div_iff₀ (by positivity) (by positivity)]
    linarith
  exact Summable.tsum_lt_tsum (fun p => (ht p).le) (ht ⟨(1, 0), by simp⟩)
    (summable_amplitude hB hΦ hL) (summable_amplitude hB' hΦ hL)

/-- As the mean field grows without bound, the full London variance tends to the plateau. -/
theorem londonVariance_tendsto {Φ L : ℝ} (hΦ : 0 < Φ) (hL : 0 < L) :
    Tendsto (fun B => londonVariance B Φ L) atTop (𝓝 (plateau Φ L)) := by
  unfold londonVariance plateau
  rw [← tsum_mul_left]
  refine tendsto_tsum_of_dominated_convergence
    (summable_quad.mul_left (3 * Φ ^ 2 / (64 * π ^ 4 * L ^ 4))) (fun p => ?_) ?_
  · -- each mode saturates at high field
    have hg := gSq_pos one_pos hΦ p
    have hk : 0 < L ^ 2 * gSq 1 Φ p := by positivity
    have h0 : Tendsto (fun B : ℝ => B⁻¹) atTop (𝓝 0) := tendsto_inv_atTop_zero
    have h := ((h0.add_const (L ^ 2 * gSq 1 Φ p)).inv₀
      (by rw [zero_add]; exact hk.ne')).pow 2
    have hv : (0 + L ^ 2 * gSq 1 Φ p)⁻¹ ^ 2 =
        3 * Φ ^ 2 / (64 * π ^ 4 * L ^ 4) * (1 / quad p ^ 2) := by
      rw [← plateau_term one_pos hΦ hL p, zero_add]
      ring
    rw [hv] at h
    refine h.congr' ?_
    filter_upwards [eventually_gt_atTop (0 : ℝ)] with B hB
    have e : B⁻¹ + L ^ 2 * gSq 1 Φ p = (1 + L ^ 2 * (B * gSq 1 Φ p)) / B := by
      field_simp
    rw [e, inv_div, amplitude, gSq_scale B]
  · -- the plateau terms dominate uniformly in the field
    filter_upwards [eventually_gt_atTop (0 : ℝ)] with B hB p
    rw [Real.norm_of_nonneg (sq_nonneg _), ← plateau_term hB hΦ hL p]
    exact (amplitude_sq_lt hB hΦ hL p).le

end

end VortexLatticeMuon
```

```lean
#print axioms VortexLatticeMuon.recip_length_sq
-- 'VortexLatticeMuon.recip_length_sq' depends on axioms: [propext, Classical.choice, Quot.sound]
#print axioms VortexLatticeMuon.londonVariance_lt_plateau
-- 'VortexLatticeMuon.londonVariance_lt_plateau' depends on axioms: [propext, Classical.choice, Quot.sound]
#print axioms VortexLatticeMuon.londonVariance_strictMono
-- 'VortexLatticeMuon.londonVariance_strictMono' depends on axioms: [propext, Classical.choice, Quot.sound]
#print axioms VortexLatticeMuon.londonVariance_tendsto
-- 'VortexLatticeMuon.londonVariance_tendsto' depends on axioms: [propext, Classical.choice, Quot.sound]
```

## The vortex lattice as Lean objects

A `Mode` is a pair of integers other than (0, 0), so the mean field is excluded by the type. For `p` = (m, n), `quad p` is Q and `recip a p` holds the two Cartesian components of G. The functions `gSq`, `amplitude`, `londonVariance` and `plateau` stand for G², the London amplitude, V(B) and P. All quantities are real numbers in any consistent system of units.

Two theorems tie the formula for G² to the geometry. `recip_dual` checks the scalar products with the primitive vectors at 120°, and `recip_length_sq` derives `gSq` from the hypothesis `hflux`, which expresses one flux quantum per unit cell.

Four theorems carry the physical result:

- `hasSum_plateau`: the sum of B²/(L⁴G⁴) converges to P, and P is positive.
- `londonVariance_lt_plateau`: V(B) < P at every positive field.
- `londonVariance_strictMono`: if 0 < B < B', then V(B) < V(B').
- `londonVariance_tendsto`: V(B) tends to P as B grows without bound.

The first is stated with `HasSum` for a reason. It would be natural to write it as an equation between two `∑'` expressions, but Lean gives a divergent sum the value 0, so such an equation could hold with both sides divergent.

The London amplitude is taken as a definition, not derived from the London equation, and the variance is defined as the sum of squared amplitudes, not as a spatial average. The model has straight vortices in a perfect, infinite triangular lattice, with an isotropic L that does not change with field. It leaves out core structure, disorder, vortex motion and nuclear moments. The step from variance to relaxation rate, which usually assumes muons sampling the cell uniformly and a roughly Gaussian field distribution, is also left to the user.

## Termwise comparison and the high-field limit in Lean

The geometric theorems are algebra: `field_simp` clears denominators and `ring` compares polynomials. In `recip_length_sq`, the flux condition is first rewritten as √3 Φ = (3/2)Ba².

`quad_bound` proves 1 + m² + n² ≤ 4Q. It obtains m² + n² ≥ 1 over the integers by contradiction, transfers this to the reals, and gives `nlinarith` the square (m + n)² that appears in the derivation. `quad_pos` follows at once.

`summable_quad` first compares 1/(1 + m²) with 1/m² for m ≠ 0, and adds a separate unit term for m = 0. `Summable.mul_of_nonneg` forms the convergent double series, `comp_injective` restricts it to nonzero modes, and the inequality `key` is the bound on Q⁻² with its factor 16.

`plateau_term` is the cancellation of B in a single term. With it, `hasSum_plateau` only has to multiply a convergent series by a constant; positivity follows from the mode (1, 0).

`amplitude_sq_lt` compares the denominators (1 + L²G²)² and L⁴G⁴. From it, `summable_amplitude` obtains convergence of the London sum. `Summable.tsum_lt_tsum` then turns termwise inequalities, strict for at least one mode, into the strict inequality V(B) < P.

For monotonicity, `gSq_scale` supplies G² = Bg. After cross-multiplication the comparison of amplitudes at B and B' reduces to B < B', and the same summation lemma finishes the proof.

The limit uses `tendsto_tsum_of_dominated_convergence`, which leaves two goals. The first is the limit of each term, obtained from 1/B → 0 and the form 1/(1/B + L²g). The second is the bound that holds uniformly in B, which `amplitude_sq_lt` and `plateau_term` provide. Both need B > 0, which `eventually_gt_atTop` supplies for all sufficiently large fields.
